# Clamping one coordinate leaves each squared frequency between two neighbouring ones of the full harmonic system

I have the mass-weighted Hessian of an adsorbate on a rigid surface. I freeze one coordinate by deleting its row and column, and diagonalise what is left. If every remaining eigenvalue is positive, I conclude that the full Hessian has at most one eigenvalue that is not.

I believe this rests on a sharper statement: with both spectra sorted, each clamped eigenvalue lies between two consecutive eigenvalues of the full matrix. How does one prove that, degeneracies included, and can the proof be written in Lean so that a machine checks every step?

## One displacement seen by both systems

The sharper statement is correct, and its proof can be written in Lean. It is Cauchy interlacing for a single deleted row and column; the general form allows several to go.

Let $D$ be a Hermitian matrix of size $n+1$ with eigenvalues $l_0\le\dots\le l_n$. Let $C$ be $D$ without row and column $p$, with eigenvalues $c_0\le\dots\le c_{n-1}$. Counting from zero, as Lean does, the claim is

$$l_k\le c_k\le l_{k+1},\qquad k=0,\dots,n-1.$$

Write $D=U\,\mathrm{diag}(l)\,U^\dagger$ and $C=V\,\mathrm{diag}(c)\,V^\dagger$ with $U$ and $V$ unitary. Take a displacement $y$ of the clamped system, and let $x$ be the same displacement in the full system, with $x_p=0$. The terms containing $x_p$ vanish, so

$$x^\dagger D x=y^\dagger C y,\qquad x^\dagger x=y^\dagger y.$$

With mode amplitudes $a=U^\dagger x$ and $b=V^\dagger y$, the same quantities are

$$x^\dagger D x=\sum_{j=0}^{n} l_j|a_j|^2,\qquad y^\dagger C y=\sum_{j=0}^{n-1} c_j|b_j|^2,$$

while $x^\dagger x=\sum_j|a_j|^2$ and $y^\dagger y=\sum_j|b_j|^2$.

**Lower bound.** Require $a_j=0$ for $j<k$ and $b_j=0$ for $j>k$. These are $k+(n-1-k)=n-1$ homogeneous linear conditions on the $n$ components of $y$, so some $y\neq0$ satisfies them. Only full modes with $l_j\ge l_k$ and clamped modes with $c_j\le c_k$ are then excited, hence

$$l_k\,y^\dagger y\le x^\dagger D x=y^\dagger C y\le c_k\,y^\dagger y.$$

Dividing by $y^\dagger y>0$ gives $l_k\le c_k$.

**Upper bound.** Require instead $b_j=0$ for $j<k$ and $a_j=0$ for $j>k+1$. This is again $k+(n-1-k)$ conditions, and a nonzero solution gives

$$c_k\,y^\dagger y\le y^\dagger C y=x^\dagger D x\le l_{k+1}\,y^\dagger y.$$

Two consequences follow. If $l_k=l_{k+1}$, then $c_k$ equals both. If all $c_k>0$, then $l_1,\dots,l_n>0$, and only $l_0$ may be zero or negative. That is your conclusion about the full Hessian.

## Squared frequencies and clamping as Lean objects

The main theorem is `clamp_interlacing`. Its entries lie in `𝕜`, which is either the real or the complex numbers, so it covers a real Hessian as well as a complex dynamical matrix at a fixed wavevector.

- `sqFreq hD` is the increasing list of eigenvalues, repeated with multiplicity. Negative values are allowed and represent unstable directions; no square root is taken.
- `clamp D p` deletes row and column `p`. The map `p.succAbove` lists the other coordinates in order.
- `extend p y` inserts a zero at `p`.
- `harmonicForm A x` is the real part of $x^\dagger A x$. For a real mass-weighted displacement and the mass-weighted Hessian, it is twice the harmonic potential energy. `harmonicForm 1 x` is the squared length.
- For `k : Fin n`, the indices `k.castSucc` and `k.succ` are positions $k$ and $k+1$ in the full list.

The one physical assumption is `hD`, that the matrix is Hermitian. The argument `hC` says the same of the clamped matrix and follows from `hD`. In `clamp_interlacing` it has that proof as its default value; the two corollaries take it as an ordinary argument.

The model is harmonic and finite, and the clamped coordinate must be one of those in which the matrix is written. At a fixed wavevector, clamping removes one component of the Bloch amplitude, which holds that coordinate still in every cell; it does not pin a single atom of an infinite crystal. Within these limits, the eigenvalues found with one coordinate frozen constrain those of the unfrozen system: $c_{k-1}\le l_k\le c_k$ for $0<k<n$. For $n\ge1$ the lowest, $l_0$, is bounded only from above, by $c_0$, and the highest, $l_n$, only from below, by $c_{n-1}$.

```lean
import Mathlib

open Matrix

namespace ClampedCoordinate

noncomputable section

variable {𝕜 : Type*} [RCLike 𝕜] {n : ℕ}

/-- The squared frequencies of a Hermitian dynamical matrix: its eigenvalues, repeated with
multiplicity and sorted in increasing order. -/
def sqFreq {A : Matrix (Fin n) (Fin n) 𝕜} (hA : A.IsHermitian) : Fin n → ℝ :=
  hA.eigenvalues ∘ Tuple.sort hA.eigenvalues

/-- The dynamical matrix after clamping coordinate `p`: row and column `p` are removed. -/
def clamp (D : Matrix (Fin (n + 1)) (Fin (n + 1)) 𝕜) (p : Fin (n + 1)) :
    Matrix (Fin n) (Fin n) 𝕜 :=
  D.submatrix p.succAbove p.succAbove

/-- A displacement of the clamped system seen in the full system: it vanishes at `p`. -/
def extend (p : Fin (n + 1)) (y : Fin n → 𝕜) : Fin (n + 1) → 𝕜 :=
  Fin.insertNth (α := fun _ => 𝕜) p 0 y

/-- The harmonic form of a displacement `x`, the real part of `x† A x`. -/
def harmonicForm (A : Matrix (Fin n) (Fin n) 𝕜) (x : Fin n → 𝕜) : ℝ :=
  RCLike.re (star x ⬝ᵥ A *ᵥ x)

/-- A Hermitian dynamical matrix is diagonalised by a unitary matrix of normal modes,
with the sorted squared frequencies on the diagonal. -/
theorem exists_sorted_modes {A : Matrix (Fin n) (Fin n) 𝕜} (hA : A.IsHermitian) :
    ∃ U : Matrix (Fin n) (Fin n) 𝕜, U * Uᴴ = 1 ∧
      A = U * diagonal (fun k => ((sqFreq hA k : ℝ) : 𝕜)) * Uᴴ := by
  let σ := Tuple.sort hA.eigenvalues
  let W : Matrix (Fin n) (Fin n) 𝕜 :=
    (hA.eigenvectorUnitary : Matrix (Fin n) (Fin n) 𝕜).submatrix id σ
  have hW : W * Wᴴ = 1 := by
    have h := Matrix.mem_unitaryGroup_iff.mp hA.eigenvectorUnitary.2
    rw [star_eq_conjTranspose] at h
    simp only [W, conjTranspose_submatrix]
    rw [submatrix_mul_equiv, h, submatrix_id_id]
  -- each column of `W` is an eigenvector
  have hAW : A * W = W * diagonal (fun k => ((sqFreq hA k : ℝ) : 𝕜)) := by
    ext i k
    have h := congrFun (hA.mulVec_eigenvectorBasis (σ k)) i
    rw [mul_diagonal]
    simpa [W, σ, sqFreq, Matrix.mul_apply, Matrix.mulVec, dotProduct,
      Matrix.IsHermitian.eigenvectorUnitary_apply, RCLike.real_smul_eq_coe_mul,
      mul_comm] using h
  exact ⟨W, hW, by rw [← hAW, Matrix.mul_assoc, hW, Matrix.mul_one]⟩

/-- For any square matrix `U` and real `l`, the harmonic form of `U diag(l) U†` at `x` is the sum of
the squared moduli of the entries of `U† x`, weighted by `l`. -/
theorem harmonicForm_modes (U : Matrix (Fin n) (Fin n) 𝕜) (l : Fin n → ℝ) (x : Fin n → 𝕜) :
    harmonicForm (U * diagonal (fun k => ((l k : ℝ) : 𝕜)) * Uᴴ) x
      = ∑ k, l k * ‖(Uᴴ *ᵥ x) k‖ ^ 2 := by
  have h : star x ⬝ᵥ (U * diagonal (fun k => ((l k : ℝ) : 𝕜)) * Uᴴ) *ᵥ x
      = star (Uᴴ *ᵥ x) ⬝ᵥ (diagonal (fun k => ((l k : ℝ) : 𝕜)) *ᵥ (Uᴴ *ᵥ x)) := by
    rw [star_mulVec, conjTranspose_conjTranspose, ← dotProduct_mulVec]
    simp only [mulVec_mulVec, Matrix.mul_assoc]
  unfold harmonicForm
  rw [h]
  simp only [dotProduct, mulVec_diagonal, Pi.star_apply, map_sum]
  refine Finset.sum_congr rfl fun k _ => ?_
  generalize (Uᴴ *ᵥ x) k = a
  have ha : star a * ((l k : 𝕜) * a) = ((l k * ‖a‖ ^ 2 : ℝ) : 𝕜) := by
    push_cast
    rw [← RCLike.conj_mul a, RCLike.star_def]
    ring
  rw [ha, RCLike.ofReal_re]

/-- If a displacement excites only modes with squared frequency at most `c`, its harmonic form
is at most `c` times its squared length; if only modes with at least `c`, it is at least that. -/
theorem rayleigh_bounds {A U : Matrix (Fin n) (Fin n) 𝕜} {l : Fin n → ℝ} (hU : U * Uᴴ = 1)
    (hA : A = U * diagonal (fun k => ((l k : ℝ) : 𝕜)) * Uᴴ) (c : ℝ) (x : Fin n → 𝕜) :
    ((∀ j, (Uᴴ *ᵥ x) j = 0 ∨ l j ≤ c) → harmonicForm A x ≤ c * harmonicForm 1 x) ∧
    ((∀ j, (Uᴴ *ᵥ x) j = 0 ∨ c ≤ l j) → c * harmonicForm 1 x ≤ harmonicForm A x) := by
  have hE := harmonicForm_modes U l x
  rw [← hA] at hE
  have hN : harmonicForm 1 x = ∑ k, ‖(Uᴴ *ᵥ x) k‖ ^ 2 := by
    simpa [hU] using harmonicForm_modes U (fun _ => 1) x
  rw [hE, hN, Finset.mul_sum]
  constructor
  · intro h
    refine Finset.sum_le_sum fun j _ => ?_
    rcases h j with h0 | h0
    · simp [h0]
    · exact mul_le_mul_of_nonneg_right h0 (sq_nonneg _)
  · intro h
    refine Finset.sum_le_sum fun j _ => ?_
    rcases h j with h0 | h0
    · simp [h0]
    · exact mul_le_mul_of_nonneg_right h0 (sq_nonneg _)

/-- The harmonic form of the clamped system is that of the full system on displacements
that vanish at the clamped coordinate. -/
theorem harmonicForm_extend (D : Matrix (Fin (n + 1)) (Fin (n + 1)) 𝕜) (p : Fin (n + 1))
    (y : Fin n → 𝕜) : harmonicForm D (extend p y) = harmonicForm (clamp D p) y := by
  simp [harmonicForm, clamp, extend, dotProduct, mulVec, Fin.sum_univ_succAbove _ p]

/-- Some displacement of positive squared length satisfies the linear conditions `P` with index
below `k` together with the linear conditions `Q` with index above `k`. -/
theorem exists_constrained (P Q : Matrix (Fin n) (Fin n) 𝕜) (k : Fin n) :
    ∃ y : Fin n → 𝕜, 0 < harmonicForm 1 y ∧
      (∀ j, j < k → (P *ᵥ y) j = 0) ∧ (∀ j, k < j → (Q *ᵥ y) j = 0) := by
  -- all conditions form a square matrix whose row `k` is zero
  let W : Matrix (Fin n) (Fin n) 𝕜 :=
    Matrix.of fun j i => if j < k then P j i else if k < j then Q j i else 0
  have hdet : W.det = 0 := Matrix.det_eq_zero_of_row_eq_zero k (by intro i; simp [W])
  obtain ⟨y, hy, h⟩ := Matrix.exists_mulVec_eq_zero_iff.mpr hdet
  refine ⟨y, ?_, fun j hj => ?_, fun j hj => ?_⟩
  · have hN : harmonicForm 1 y = ∑ i, ‖y i‖ ^ 2 := by
      simpa using harmonicForm_modes (1 : Matrix (Fin n) (Fin n) 𝕜) (fun _ => 1) y
    obtain ⟨i, hi⟩ := Function.ne_iff.mp hy
    rw [hN]
    exact Finset.sum_pos' (fun _ _ => sq_nonneg _)
      ⟨i, Finset.mem_univ i, pow_pos (norm_pos_iff.mpr hi) 2⟩
  · simpa [W, mulVec, dotProduct, hj] using congrFun h j
  · simpa [W, mulVec, dotProduct, hj, not_lt_of_gt hj] using congrFun h j

/-- Cauchy interlacing: when one coordinate of a Hermitian dynamical matrix is clamped, each
sorted squared frequency lies between the neighbouring two of the full system. -/
theorem clamp_interlacing {D : Matrix (Fin (n + 1)) (Fin (n + 1)) 𝕜} (hD : D.IsHermitian)
    (p : Fin (n + 1)) (hC : (clamp D p).IsHermitian := hD.submatrix p.succAbove) (k : Fin n) :
    sqFreq hD k.castSucc ≤ sqFreq hC k ∧ sqFreq hC k ≤ sqFreq hD k.succ := by
  obtain ⟨U, hU, hDU⟩ := exists_sorted_modes hD
  obtain ⟨V, hV, hCV⟩ := exists_sorted_modes hC
  have mD : Monotone (sqFreq hD) := Tuple.monotone_sort _
  have mC : Monotone (sqFreq hC) := Tuple.monotone_sort _
  have hz : ∀ (y : Fin n → 𝕜) (j : Fin (n + 1)),
      (Uᴴ *ᵥ extend p y) j = ∑ i, Uᴴ j (p.succAbove i) * y i := by
    intro y j
    simp [mulVec, dotProduct, Fin.sum_univ_succAbove _ p, extend]
  have hN : ∀ y : Fin n → 𝕜, harmonicForm 1 (extend p y) = harmonicForm 1 y := by
    intro y
    rw [harmonicForm_extend, clamp, Matrix.submatrix_one _ Fin.succAbove_right_injective]
  constructor
  · -- high modes of the full system, low modes of the clamped one
    obtain ⟨y, hy, h1, h2⟩ := exists_constrained (Uᴴ.submatrix Fin.castSucc p.succAbove) Vᴴ k
    have b1 := (rayleigh_bounds hU hDU (sqFreq hD k.castSucc) (extend p y)).2 (by
      intro j
      rcases lt_or_ge j k.castSucc with hj | hj
      · exact Or.inl ((hz y j).trans (h1 ⟨j.1, lt_trans hj k.2⟩ hj))
      · exact Or.inr (mD hj))
    have b2 := (rayleigh_bounds hV hCV (sqFreq hC k) y).1 (by
      intro j
      rcases lt_or_ge k j with hj | hj
      · exact Or.inl (h2 j hj)
      · exact Or.inr (mC hj))
    rw [hN, harmonicForm_extend] at b1
    exact le_of_mul_le_mul_right (b1.trans b2) hy
  · -- low modes of the full system, high modes of the clamped one
    obtain ⟨y, hy, h1, h2⟩ := exists_constrained Vᴴ (Uᴴ.submatrix Fin.succ p.succAbove) k
    have b1 := (rayleigh_bounds hU hDU (sqFreq hD k.succ) (extend p y)).1 (by
      intro j
      refine Fin.cases ?_ (fun i => ?_) j
      · exact Or.inr (mD (Fin.zero_le _))
      · rcases lt_or_ge k i with hi | hi
        · exact Or.inl ((hz y i.succ).trans (h2 i hi))
        · exact Or.inr (mD (Fin.succ_le_succ_iff.mpr hi)))
    have b2 := (rayleigh_bounds hV hCV (sqFreq hC k) y).2 (by
      intro j
      rcases lt_or_ge j k with hj | hj
      · exact Or.inl (h1 j hj)
      · exact Or.inr (mC hj))
    rw [hN, harmonicForm_extend] at b1
    exact le_of_mul_le_mul_right (b2.trans b1) hy

/-- If two neighbouring squared frequencies of the full system coincide, the clamped system
has the same value at the level between them. -/
theorem degenerate_level_survives {D : Matrix (Fin (n + 1)) (Fin (n + 1)) 𝕜}
    (hD : D.IsHermitian) (p : Fin (n + 1)) (hC : (clamp D p).IsHermitian) (k : Fin n)
    (hdeg : sqFreq hD k.castSucc = sqFreq hD k.succ) :
    sqFreq hC k = sqFreq hD k.castSucc := by
  obtain ⟨h1, h2⟩ := clamp_interlacing hD p hC k
  exact le_antisymm (h2.trans hdeg.ge) h1

/-- If all squared frequencies are positive once one coordinate is clamped, then all squared
frequencies of the full system except possibly the lowest are positive. -/
theorem at_most_one_unstable {D : Matrix (Fin (n + 1)) (Fin (n + 1)) 𝕜}
    (hD : D.IsHermitian) (p : Fin (n + 1)) (hC : (clamp D p).IsHermitian)
    (hpos : ∀ k, 0 < sqFreq hC k) (k : Fin n) : 0 < sqFreq hD k.succ :=
  (hpos k).trans_le (clamp_interlacing hD p hC k).2

end

end ClampedCoordinate
```

```lean
#print axioms ClampedCoordinate.clamp_interlacing
#print axioms ClampedCoordinate.degenerate_level_survives
#print axioms ClampedCoordinate.at_most_one_unstable
```

```
'ClampedCoordinate.clamp_interlacing' depends on axioms: [propext, Classical.choice, Quot.sound]
'ClampedCoordinate.degenerate_level_survives' depends on axioms: [propext, Classical.choice, Quot.sound]
'ClampedCoordinate.at_most_one_unstable' depends on axioms: [propext, Classical.choice, Quot.sound]
```

## From mode amplitudes to the two inequalities

`exists_sorted_modes` supplies $U$ and $V$. It permutes the columns of Mathlib's eigenvector matrix into sorted order, checks that the result is still unitary, and verifies the eigenvalue equation column by column.

`harmonicForm_modes` is the sum over $l_j|a_j|^2$. `rayleigh_bounds` compares that sum with $c\sum_j|a_j|^2$ term by term: each mode either has zero amplitude or has its eigenvalue on the correct side of $c$. `harmonicForm_extend` is the identity $x^\dagger Dx=y^\dagger Cy$.

`exists_constrained` replaces the counting of conditions by a determinant. It stacks the conditions into an $n\times n$ matrix, taking rows below index $k$ from `P` and rows above it from `Q`, and leaves row $k$ zero. The determinant vanishes, so a nonzero $y$ is sent to zero. For $n=1$ there are no conditions, and any nonzero $y$ serves.

In `clamp_interlacing`, `hz` writes the full-system amplitudes as linear functions of $y$, and `hN` says that extension preserves length. The lower bound takes `P` from the full modes and `Q` from the clamped ones. The upper bound swaps the roles and selects full modes through `Fin.succ`, so that a condition with index $i>k$ removes full mode $i+1>k+1$. In each half, `b1` and `b2` are the two outer inequalities of the chain, and `le_of_mul_le_mul_right` cancels the positive squared length.

`degenerate_level_survives` combines the two bounds by antisymmetry. `at_most_one_unstable` needs only the upper one: $0<c_k\le l_{k+1}$.
